# Normalisation, mean and variance of the geometric law for run lengths

If a run of like atoms along an unbounded chain ends after each atom with the same probability p, independently of how long it already is, it has length k + 1 with probability p(1 − p)^k. For 0 < p ≤ 1 and u = 1/p, the theorem `geometric_moments` states that these probabilities sum to 1, that the mean length is u, and that the variance is (1 − p)u². It is a statement about the geometric law alone and does not use the structure `MarkovAlloy`. The proof takes from Mathlib the sums of r^k, k·r^k and C(k+2, 2)·r^k at r = 1 − p, forms linear combinations of them, and then matches the results to the stated series.

The first attempt, which Lean rejects:

```lean
import Mathlib

namespace MarkovAlloyRuns

noncomputable section

/-- The two atomic species of the chain. -/
inductive Species
  | A
  | B

open Species

/-- A binary Markov alloy, given by its B fraction `cB` and its nearest-neighbour
Warren-Cowley parameter `α`, with A-B and B-A transition probabilities in `(0, 1]`. -/
structure MarkovAlloy where
  cB : ℝ
  α : ℝ
  cB_pos : 0 < cB
  cB_lt_one : cB < 1
  α_lt_one : α < 1
  AB_le_one : cB * (1 - α) ≤ 1
  BA_le_one : (1 - cB) * (1 - α) ≤ 1

namespace MarkovAlloy

/-- Total weight, mean `u = 1 / p` and variance of the geometric law on the lengths
`k + 1`. -/
theorem geometric_moments {p u : ℝ} (hp : 0 < p) (hp1 : p ≤ 1) (hu : p * u = 1) :
    HasSum (fun k : ℕ => p * (1 - p) ^ k) 1 ∧
    HasSum (fun k : ℕ => ((k : ℝ) + 1) * (p * (1 - p) ^ k)) u ∧
    HasSum (fun k : ℕ => ((k : ℝ) + 1 - u) ^ 2 * (p * (1 - p) ^ k))
      ((1 - p) * u ^ 2) := by
  have hr : ‖1 - p‖ < 1 := by
    rw [Real.norm_eq_abs, abs_lt]
    constructor <;> linarith
  have hi : p⁻¹ = u := inv_eq_of_mul_eq_one_right hu
  -- the three series behind normalisation, mean and variance
  have h0 := hasSum_geometric_of_norm_lt_one hr
  have h1 := hasSum_coe_mul_geometric_of_norm_lt_one hr
  have h2 := hasSum_choose_mul_geometric_of_norm_lt_one 2 hr
  rw [sub_sub_cancel, hi] at h0
  rw [sub_sub_cancel, div_eq_mul_inv, ← inv_pow, hi] at h1
  rw [sub_sub_cancel, one_div, ← inv_pow, hi] at h2
  refine ⟨hu ▸ h0.mul_left p, ?_, ?_⟩
  · have hv : p * ((1 - p) * u ^ 2 + u) = u := by
      linear_combination ((1 - p) * u) * hu
    have h := (h1.add h0).mul_left p
    rw [hv] at h
    convert h using 1
    funext k
    ring
  · have hv : 2 * p * u ^ (2 + 1) - (p + 2) * ((1 - p) * u ^ 2) + (u - p - 2) * u =
        (1 - p) * u ^ 2 := by
      linear_combination (2 * u ^ 2 + (p + 2) * u) * hu
    have h := ((h2.mul_left (2 * p)).sub (h1.mul_left (p + 2))).add
      (h0.mul_left (u - p - 2))
    rw [hv] at h
    convert h using 1
    funext k
    rw [Nat.cast_choose_two, Nat.cast_add, Nat.cast_ofNat]
    linear_combination ((1 - p) ^ k * (u - 2 * ((k : ℝ) + 1))) * hu

end MarkovAlloy

end

end MarkovAlloyRuns
```

The error:

```
Main.lean:51:4: error: Tactic `apply` failed: could not unify the conclusion of `@funext`
  ?f = ?g
with the goal
  Real.instAddCommMonoid =
    CommRing.toNonUnitalCommRing.toNonUnitalNonAssocCommRing.toNonUnitalNonAssocSemiring.toAddCommMonoid

Note: The full type of `@funext` is
  ∀ {α : Sort ?u.182} {β : α → Sort ?u.181} {f g : (x : α) → β x}, (∀ (x : α), f x = g x) → f = g

case e'_3
p u : ℝ
hp : 0 < p
hp1 : p ≤ 1
hu : p * u = 1
hr : ‖1 - p‖ < 1
hi : p⁻¹ = u
h0 : HasSum (fun n => (1 - p) ^ n) u
h1 : HasSum (fun n => ↑n * (1 - p) ^ n) ((1 - p) * u ^ 2)
h2 : HasSum (fun n => ↑((n + 2).choose 2) * (1 - p) ^ n) (u ^ (2 + 1))
hv : p * ((1 - p) * u ^ 2 + u) = u
h : HasSum (fun i => p * (↑i * (1 - p) ^ i + (1 - p) ^ i)) u
⊢ Real.instAddCommMonoid =
    CommRing.toNonUnitalCommRing.toNonUnitalNonAssocCommRing.toNonUnitalNonAssocSemiring.toAddCommMonoid
Main.lean:60:4: error: Tactic `apply` failed: could not unify the conclusion of `@funext`
  ?f = ?g
with the goal
  Real.instAddCommMonoid = Real.instAddCommGroup.toAddCommMonoid

Note: The full type of `@funext` is
  ∀ {α : Sort ?u.321} {β : α → Sort ?u.320} {f g : (x : α) → β x}, (∀ (x : α), f x = g x) → f = g

case e'_3
p u : ℝ
hp : 0 < p
hp1 : p ≤ 1
hu : p * u = 1
hr : ‖1 - p‖ < 1
hi : p⁻¹ = u
h0 : HasSum (fun n => (1 - p) ^ n) u
h1 : HasSum (fun n => ↑n * (1 - p) ^ n) ((1 - p) * u ^ 2)
h2 : HasSum (fun n => ↑((n + 2).choose 2) * (1 - p) ^ n) (u ^ (2 + 1))
hv : 2 * p * u ^ (2 + 1) - (p + 2) * ((1 - p) * u ^ 2) + (u - p - 2) * u = (1 - p) * u ^ 2
h :
  HasSum
    (fun b => 2 * p * (↑((b + 2).choose 2) * (1 - p) ^ b) - (p + 2) * (↑b * (1 - p) ^ b) + (u - p - 2) * (1 - p) ^ b)
    ((1 - p) * u ^ 2)
⊢ Real.instAddCommMonoid = Real.instAddCommGroup.toAddCommMonoid
```

What went wrong. Both errors have the same cause. `convert h using 1` was meant to leave an equality between the summands in the goal and in `h`, which `funext k` would reduce to algebra at each k. But `HasSum` also carries an additive-monoid structure on ℝ. The goal has `Real.instAddCommMonoid`, while `h` reaches that structure through a commutative ring in the mean and through `Real.instAddCommGroup` in the variance. `convert` left the equality of the two structures as the first goal, and `funext` failed on it because it is not an equality of functions. The algebra that follows was never reached.

The repair states the equality of summands explicitly as `hf` and proves it by `funext k` and the same algebra as before. `rw [hf]` then gives the goal the summand of `h`, and `exact h` closes it. The two monoid structures are equal by definition, and `exact` accepts them as such, so their equality no longer arises as a separate goal.

Lean accepts the file once it reads:

```diff
@@ -48,7 +48,10 @@
     have h := (h1.add h0).mul_left p
     rw [hv] at h
-    convert h using 1
-    funext k
-    ring
+    have hf : (fun k : ℕ => ((k : ℝ) + 1) * (p * (1 - p) ^ k)) =
+        fun k : ℕ => p * ((k : ℝ) * (1 - p) ^ k + (1 - p) ^ k) := by
+      funext k
+      ring
+    rw [hf]
+    exact h
   · have hv : 2 * p * u ^ (2 + 1) - (p + 2) * ((1 - p) * u ^ 2) + (u - p - 2) * u =
         (1 - p) * u ^ 2 := by
@@ -57,8 +60,12 @@
       (h0.mul_left (u - p - 2))
     rw [hv] at h
-    convert h using 1
-    funext k
-    rw [Nat.cast_choose_two, Nat.cast_add, Nat.cast_ofNat]
-    linear_combination ((1 - p) ^ k * (u - 2 * ((k : ℝ) + 1))) * hu
+    have hf : (fun k : ℕ => ((k : ℝ) + 1 - u) ^ 2 * (p * (1 - p) ^ k)) =
+        fun k : ℕ => 2 * p * (((k + 2).choose 2 : ℝ) * (1 - p) ^ k)
+          - (p + 2) * ((k : ℝ) * (1 - p) ^ k) + (u - p - 2) * (1 - p) ^ k := by
+      funext k
+      rw [Nat.cast_choose_two, Nat.cast_add, Nat.cast_ofNat]
+      linear_combination ((1 - p) ^ k * (u - 2 * ((k : ℝ) + 1))) * hu
+    rw [hf]
+    exact h
 
 end MarkovAlloy
```
